# The energy-weighted dipole sum rule for a complete PAW eigenbasis in finite dimension

The projector augmented-wave (PAW) method writes all-electron orbitals as $Tu$, with smooth pseudo-orbitals $u$ and a linear transformation $T$. Take two levels with energies 0 and 1, a dipole that couples them, and a non-unitary $T$:

$$H=\begin{pmatrix}0&0\\0&1\end{pmatrix},\quad x=\begin{pmatrix}0&1\\1&0\end{pmatrix},\quad T=\begin{pmatrix}1&1\\0&1\end{pmatrix}.$$

The pseudo-orbitals $u_0=(1,0)$ and $u_1=(-1,1)$ are not orthogonal, but $Tu_0=(1,0)$ and $Tu_1=(0,1)$ are orthonormal eigenvectors of $H$. The transition element is $\langle u_1,T^*xTu_0\rangle=1$, so the energy-weighted sum from the lower level is $(1-0)\cdot1^2=1$. On the other side, $[x,[H,x]]=\mathrm{diag}(2,-2)$, and half its expectation value in $Tu_0$ is also 1.

## Transition dipoles and the double commutator

Let $S=T^*T$, $\tilde H=T^*HT$ and $\tilde x=T^*xT$, with $x$ Hermitian. The columns $u_m$ of a square matrix $U$ satisfy $U^*SU=1$ and $\tilde HU=SUE$, where $E$ is the diagonal matrix of real energies $e_m$. For any reference state $k$,

$$\sum_m(e_m-e_k)|\langle u_m,\tilde xu_k\rangle|^2=\tfrac12\langle Tu_k,[x,[H,x]]Tu_k\rangle.$$

Put $V=TU$. Then $V^*V=1$, and $VV^*=1$ because $V$ is square. Hence $V^*ABV=(V^*AV)(V^*BV)$ for all $A,B$. Also $V^*HV=U^*\tilde HU=U^*SUE=E$. With $X=V^*xV$, the inner commutator has entries $[E,X]_{mj}=(e_m-e_j)X_{mj}$, so

$$[X,[E,X]]_{kk}=\sum_m\big(X_{km}(e_m-e_k)X_{mk}-(e_k-e_m)X_{km}X_{mk}\big)=2\sum_m(e_m-e_k)|X_{mk}|^2,$$

using $X_{km}=\overline{X_{mk}}$. Halving gives the claim. If $e_k$ is the lowest energy, every term is non-negative.

The tempting shortcut is to form the double commutator from $\tilde x$ and $\tilde H$. But $T^*ABT=\tilde AS^{-1}\tilde B$, not $\tilde A\tilde B$. In the two-level example the shortcut happens to give the right value for $k=0$, but for $k=1$ it gives $-2$ instead of $-1$.

## The same sum as an initial slope

Set $\hbar=1$ and start a pseudo-wavefunction from $S\varphi(0)=\tilde xu_k$. Multiplying by $U^*$ gives $\varphi(0)=\sum_mc_mu_m$ with $c_m=X_{mk}$. Let $C(t)=e^{ie_kt}\langle\varphi(0),S\varphi(t)\rangle$. If $iS\varphi'(0)=\tilde H\varphi(0)$, then

$$C'(0)=ie_k\sum_m|c_m|^2-i\sum_me_m|c_m|^2=-i\sum_m(e_m-e_k)|c_m|^2.$$

For non-interacting electrons with fixed $H$ and $T$, this links a real-time propagation to the transition dipoles. To prepare this particular initial state in a PAW code, one would apply $\tilde x$ as a smooth part plus atomic projector corrections and then solve a linear system with $S$. The square matrix $T$ used here is a simplification: a code maps a finite pseudo-basis into a larger all-electron space, so $VV^*=1$ fails there and the identity with the double commutator need not hold exactly.

## Operators and eigenbasis as matrices

Operators are complex matrices over a finite index type `n`.

```lean
import Mathlib

open Matrix

namespace PAWDipoleSumRule

noncomputable section

variable {n : Type*} [Fintype n] [DecidableEq n]
```

The transform and the overlap are $\tilde A$ and $S$.

```lean
/-- The PAW transform `T* A T` of an all-electron operator `A`. -/
def pseudo (T A : Matrix n n ℂ) : Matrix n n ℂ := Tᴴ * A * T

/-- The PAW overlap operator `S = T* T`. -/
def overlap (T : Matrix n n ℂ) : Matrix n n ℂ := Tᴴ * T
```

Energies are real by type and enter the matrix equations as complex numbers.

```lean
/-- The diagonal matrix of the orbital energies. -/
def energyMatrix (e : n → ℝ) : Matrix n n ℂ := diagonal (fun i => (e i : ℂ))
```

The entry `elements T U A m k` is $\langle u_m,T^*ATu_k\rangle$, conjugate-linear in the first slot.

```lean
/-- The matrix elements `⟨u_m, T* A T u_n⟩` between pseudo-orbitals, the columns of `U`. -/
def elements (T U A : Matrix n n ℂ) : Matrix n n ℂ := Uᴴ * pseudo T A * U
```

The double commutator is built from the all-electron operators.

```lean
/-- The double commutator `[x, [H, x]]`. -/
def doubleComm (H x : Matrix n n ℂ) : Matrix n n ℂ :=
  x * (H * x - x * H) - (H * x - x * H) * x
```

The hypothesis is a full set of $S$-orthonormal solutions, as many as the dimension. A truncated set of bands is not covered.

```lean
/-- The columns of `U` are `S`-orthonormal and solve the generalized PAW eigenproblem
`T* H T u_n = e_n S u_n` with real energies `e_n`. -/
structure IsPAWEigenbasis (T H : Matrix n n ℂ) (e : n → ℝ) (U : Matrix n n ℂ) : Prop where
  normalized : Uᴴ * overlap T * U = 1
  eigen : pseudo T H * U = overlap T * U * energyMatrix e
```

## Completeness and the all-electron picture

`mul_eq_one_comm` turns $V^*V=1$ into $VV^*=1$; this is where finite dimension enters.

```lean
variable {T H U x : Matrix n n ℂ} {e : n → ℝ}

/-- The all-electron orbitals `T u_n` of a PAW eigenbasis are complete. -/
theorem completeness (h : IsPAWEigenbasis T H e U) : (T * U) * (Uᴴ * Tᴴ) = 1 := by
  apply mul_eq_one_comm.mp
  have h1 := h.normalized
  simp only [overlap, Matrix.mul_assoc] at h1 ⊢
  exact h1
```

The next two results are $V^*HV=E$ and the product rule, the latter obtained by inserting $VV^*$ between the factors.

```lean
/-- In a PAW eigenbasis the matrix elements of the Hamiltonian are the orbital energies on the
diagonal and zero elsewhere. -/
theorem elements_hamiltonian (h : IsPAWEigenbasis T H e U) :
    elements T U H = energyMatrix e := by
  rw [elements, Matrix.mul_assoc, h.eigen, ← Matrix.mul_assoc, ← Matrix.mul_assoc,
    h.normalized, Matrix.one_mul]

/-- In a PAW eigenbasis the matrix elements of a product of all-electron operators are the
matrix product of their matrix elements. -/
theorem elements_mul (h : IsPAWEigenbasis T H e U) (A B : Matrix n n ℂ) :
    elements T U (A * B) = elements T U A * elements T U B := by
  unfold elements pseudo
  calc Uᴴ * (Tᴴ * (A * B) * T) * U
      = Uᴴ * Tᴴ * A * 1 * (B * T * U) := by
        simp only [Matrix.mul_assoc, Matrix.one_mul]
    _ = Uᴴ * Tᴴ * A * ((T * U) * (Uᴴ * Tᴴ)) * (B * T * U) := by rw [completeness h]
    _ = Uᴴ * (Tᴴ * A * T) * U * (Uᴴ * (Tᴴ * B * T) * U) := by
        simp only [Matrix.mul_assoc]
```

The generalized eigenproblem is equivalent to $HV=VE$ with orthonormal columns of $V$. One direction inserts $VV^*$, the other multiplies by $T^*$.

```lean
/-- The generalized PAW eigenproblem with `S`-orthonormal orbitals is equivalent to the
all-electron eigenproblem `H T u_n = e_n T u_n` with orthonormal `T u_n`. -/
theorem isPAWEigenbasis_iff : IsPAWEigenbasis T H e U ↔
    (T * U)ᴴ * (T * U) = 1 ∧ H * (T * U) = T * U * energyMatrix e := by
  constructor
  · intro h
    refine ⟨?_, ?_⟩
    · rw [conjTranspose_mul]
      exact mul_eq_one_comm.mp (completeness h)
    · calc H * (T * U) = ((T * U) * (Uᴴ * Tᴴ)) * (H * (T * U)) := by
            rw [completeness h, Matrix.one_mul]
        _ = T * U * elements T U H := by
            simp only [elements, pseudo, Matrix.mul_assoc]
        _ = T * U * energyMatrix e := by rw [elements_hamiltonian h]
  · rintro ⟨h1, h2⟩
    refine ⟨?_, ?_⟩
    · rw [← h1, conjTranspose_mul]
      simp only [overlap, Matrix.mul_assoc]
    · calc pseudo T H * U = Tᴴ * (H * (T * U)) := by
            simp only [pseudo, Matrix.mul_assoc]
        _ = overlap T * U * energyMatrix e := by
            rw [h2]
            simp only [overlap, Matrix.mul_assoc]
```

Invertibility of $T$ and Hermiticity of $H$ therefore need no separate assumption: $VV^*=1$ supplies an inverse of $T$, and $H=VEV^*$ with real $E$ is Hermitian.

```lean
/-- If a PAW eigenbasis with real energies exists, then `T` is invertible and `H` is Hermitian. -/
theorem isUnit_and_isHermitian (h : IsPAWEigenbasis T H e U) : IsUnit T ∧ H.IsHermitian := by
  have hc := completeness h
  have hT : T * (U * (Uᴴ * Tᴴ)) = 1 := by rw [← Matrix.mul_assoc, hc]
  refine ⟨⟨⟨T, _, hT, mul_eq_one_comm.mp hT⟩, rfl⟩, ?_⟩
  have hD : (energyMatrix e)ᴴ = energyMatrix e := by
    unfold energyMatrix
    rw [diagonal_conjTranspose]
    congr 1
    funext i
    simp
  -- spectral form of the all-electron Hamiltonian
  have hH : H = T * U * energyMatrix e * (Uᴴ * Tᴴ) := by
    rw [← (isPAWEigenbasis_iff.mp h).2, Matrix.mul_assoc, hc, Matrix.mul_one]
  rw [Matrix.IsHermitian, hH]
  simp only [conjTranspose_mul, conjTranspose_conjTranspose, hD, Matrix.mul_assoc]
```

## The sum rule and its sign

The left side is a real sum read as a complex number, so the equality also shows that the expectation value is real. In the proof, `hX` is the Hermiticity of $X$, `hc` is the entry formula for $[E,X]$, and the sums are then compared term by term.

The right side stays a double commutator. For one electron of mass $m_e$ in a local potential, with $x$ a Cartesian coordinate, half of it is the familiar constant $\hbar^2/2m_e$. That value rests on canonical commutation relations, which finite matrices cannot satisfy.

```lean
/-- Dipole sum rule in the PAW formalism: for Hermitian `x` and any reference state `k` of a PAW
eigenbasis, the energy-weighted sum of the squared transition elements of `T* x T` is half the
expectation value of `[x, [H, x]]` in the all-electron state `T u_k`. -/
theorem dipole_sum_rule (h : IsPAWEigenbasis T H e U) (hx : x.IsHermitian) (k : n) :
    ((∑ m, (e m - e k) * ‖elements T U x m k‖ ^ 2 : ℝ) : ℂ)
      = 1 / 2 * elements T U (doubleComm H x) k k := by
  have hsub : ∀ A B, elements T U (A - B) = elements T U A - elements T U B := by
    intro A B
    simp only [elements, pseudo, Matrix.mul_sub, Matrix.sub_mul]
  have hX : (elements T U x)ᴴ = elements T U x := by
    simp only [elements, pseudo, conjTranspose_mul, conjTranspose_conjTranspose, hx.eq,
      Matrix.mul_assoc]
  simp only [doubleComm, hsub, elements_mul h, elements_hamiltonian h]
  generalize elements T U x = X at hX ⊢
  -- the inner commutator weights each transition by its excitation energy
  have hc : ∀ i j, (energyMatrix e * X - X * energyMatrix e) i j
      = ((e i : ℂ) - e j) * X i j := by
    intro i j
    rw [Matrix.sub_apply, energyMatrix, diagonal_mul, mul_diagonal]
    ring
  rw [Matrix.sub_apply, Matrix.mul_apply, Matrix.mul_apply, ← Finset.sum_sub_distrib,
    Finset.mul_sum, Complex.ofReal_sum]
  refine Finset.sum_congr rfl fun m _ => ?_
  have hs : X k m = (starRingEnd ℂ) (X m k) := (congrFun (congrFun hX k) m).symm
  have hn := Complex.conj_mul' (X m k)
  rw [hc, hc, hs]
  push_cast
  rw [← hn]
  ring
```

For a lowest state, non-negativity follows term by term.

```lean
/-- For Hermitian `x` and a state `k` of lowest energy in a PAW eigenbasis, the expectation value
of `[x, [H, x]]` has non-negative real part. -/
theorem doubleComm_nonneg (h : IsPAWEigenbasis T H e U) (hx : x.IsHermitian) (k : n)
    (hk : ∀ m, e k ≤ e m) : 0 ≤ (elements T U (doubleComm H x) k k).re := by
  have h1 : elements T U (doubleComm H x) k k
      = ((2 * ∑ m, (e m - e k) * ‖elements T U x m k‖ ^ 2 : ℝ) : ℂ) := by
    rw [Complex.ofReal_mul, dipole_sum_rule h hx k]
    push_cast
    ring
  rw [h1, Complex.ofReal_re]
  exact mul_nonneg zero_le_two
    (Finset.sum_nonneg fun m _ => mul_nonneg (sub_nonneg.mpr (hk m)) (sq_nonneg _))
```

## The slope in Lean

The equation of motion is required only at $t=0$, where `φ` has derivative `φ'`. The step `hc` expands the initial state, `hnorm` and `hen` evaluate $\langle\varphi(0),S\varphi(0)\rangle$ and $\langle\varphi(0),\tilde H\varphi(0)\rangle$ (the state need not be normalised), and `hder` uses the equation of motion. The product rule then combines them with the phase factor.

```lean
/-- Let `x` be Hermitian, let `u_k` be a member of a PAW eigenbasis, and let a pseudo-wavefunction
that is differentiable at time zero start from the dipole-excited state, `S φ(0) = T* x T u_k`, and
obey `i S φ' = T* H T φ` at time zero (`ħ = 1`). Then its autocorrelation, with the phase of state
`k` removed, has initial slope `-i` times half the expectation value of `[x, [H, x]]` in `T u_k`. -/
theorem autocorrelation_slope (h : IsPAWEigenbasis T H e U) (hx : x.IsHermitian) (k : n)
    (φ : ℝ → n → ℂ) (φ' : n → ℂ) (hφ : HasDerivAt φ φ' 0)
    (hstart : overlap T *ᵥ φ 0 = pseudo T x *ᵥ (fun i => U i k))
    (heq : Complex.I • (overlap T *ᵥ φ') = pseudo T H *ᵥ φ 0) :
    HasDerivAt (fun t : ℝ => Complex.exp (Complex.I * e k * t) *
        (star (φ 0) ⬝ᵥ (overlap T *ᵥ φ t)))
      (-Complex.I * (1 / 2 * elements T U (doubleComm H x) k k)) 0 := by
  -- expand the initial state in the eigenbasis: the coefficients are transition dipoles
  let c : n → ℂ := fun m => elements T U x m k
  have hc : φ 0 = U *ᵥ c := by
    have h1 : U * (Uᴴ * overlap T) = 1 := mul_eq_one_comm.mp h.normalized
    have h2 : Uᴴ *ᵥ (pseudo T x *ᵥ (fun i => U i k)) = c := by
      rw [Matrix.mulVec_mulVec]
      rfl
    rw [← h2, ← hstart, Matrix.mulVec_mulVec, Matrix.mulVec_mulVec, Matrix.mul_assoc, h1,
      Matrix.one_mulVec]
  have hquad : ∀ A : Matrix n n ℂ,
      star (φ 0) ⬝ᵥ (A *ᵥ φ 0) = star c ⬝ᵥ ((Uᴴ * A * U) *ᵥ c) := by
    intro A
    rw [hc, Matrix.star_mulVec, ← Matrix.dotProduct_mulVec]
    simp only [Matrix.mulVec_mulVec, Matrix.mul_assoc]
  have hcc : ∀ m, star (c m) * c m = (‖c m‖ : ℂ) ^ 2 := fun m => Complex.conj_mul' (c m)
  have hnorm : star (φ 0) ⬝ᵥ (overlap T *ᵥ φ 0) = ∑ m, (‖c m‖ : ℂ) ^ 2 := by
    rw [hquad, h.normalized, Matrix.one_mulVec]
    exact Finset.sum_congr rfl fun m _ => hcc m
  have hen : star (φ 0) ⬝ᵥ (pseudo T H *ᵥ φ 0) = ∑ m, (e m : ℂ) * (‖c m‖ : ℂ) ^ 2 := by
    have hD : Uᴴ * pseudo T H * U = energyMatrix e := elements_hamiltonian h
    rw [hquad, hD]
    refine Finset.sum_congr rfl fun m _ => ?_
    rw [energyMatrix, Matrix.mulVec_diagonal, Pi.star_apply, ← hcc m]
    ring
  -- the equation of motion turns the time derivative into an energy
  have hder : star (φ 0) ⬝ᵥ (overlap T *ᵥ φ')
      = -Complex.I * ∑ m, (e m : ℂ) * (‖c m‖ : ℂ) ^ 2 := by
    rw [← hen, ← heq, dotProduct_smul, smul_eq_mul, ← mul_assoc, neg_mul, Complex.I_mul_I,
      neg_neg, one_mul]
  have hsig : HasDerivAt (fun t : ℝ => star (φ 0) ⬝ᵥ (overlap T *ᵥ φ t))
      (star (φ 0) ⬝ᵥ (overlap T *ᵥ φ')) 0 := by
    simp only [Matrix.dotProduct_mulVec]
    simp only [dotProduct]
    exact HasDerivAt.fun_sum fun i _ => ((hasDerivAt_pi.1 hφ) i).const_mul _
  have hexp : ∀ a : ℂ, HasDerivAt (fun t : ℝ => Complex.exp (a * t)) a 0 := by
    intro a
    have h1 : HasDerivAt (fun z : ℂ => Complex.exp (a * z)) a ((0 : ℝ) : ℂ) := by
      simpa using ((hasDerivAt_id ((0 : ℝ) : ℂ)).const_mul a).cexp
    exact h1.comp_ofReal
  refine ((hexp (Complex.I * e k)).fun_mul hsig).congr_deriv ?_
  rw [hnorm, hder, ← dipole_sum_rule h hx k]
  have hsplit : ((∑ m, (e m - e k) * ‖elements T U x m k‖ ^ 2 : ℝ) : ℂ)
      = ∑ m, (e m : ℂ) * (‖c m‖ : ℂ) ^ 2 - e k * ∑ m, (‖c m‖ : ℂ) ^ 2 := by
    rw [Finset.mul_sum, ← Finset.sum_sub_distrib, Complex.ofReal_sum]
    refine Finset.sum_congr rfl fun m _ => ?_
    push_cast
    ring
  rw [hsplit, Complex.ofReal_zero, mul_zero, Complex.exp_zero]
  ring
```

## The two-level example checked

The opening matrices satisfy the hypotheses, with a non-zero transition dipole.

```lean
/-- A two-level system with energies 0 and 1 and a non-unitary `T` has a PAW eigenbasis, and the
Hermitian dipole that couples the levels has transition element 1. -/
theorem isPAWEigenbasis_witness :
    IsPAWEigenbasis !![1, 1; 0, 1] !![0, 0; 0, 1] ![0, 1] !![1, -1; 0, 1] ∧
    (!![0, 1; 1, 0] : Matrix (Fin 2) (Fin 2) ℂ).IsHermitian ∧
    elements !![1, 1; 0, 1] !![1, -1; 0, 1] !![0, 1; 1, 0] 1 0 = 1 := by
  have hV : (!![1, 1; 0, 1] : Matrix (Fin 2) (Fin 2) ℂ) * !![1, -1; 0, 1] = 1 := by
    ext i j
    fin_cases i <;> fin_cases j <;> simp [Matrix.mul_apply, Fin.sum_univ_succ]
  refine ⟨isPAWEigenbasis_iff.mpr ⟨?_, ?_⟩, ?_, ?_⟩
  · rw [hV, conjTranspose_one, Matrix.one_mul]
  · rw [hV, Matrix.mul_one, Matrix.one_mul]
    ext i j
    fin_cases i <;> fin_cases j <;> simp [energyMatrix]
  · ext i j
    fin_cases i <;> fin_cases j <;> simp [Matrix.conjTranspose_apply]
  · simp [elements, pseudo, Matrix.mul_apply, Fin.sum_univ_succ, Matrix.conjTranspose_apply]

end

end PAWDipoleSumRule
```

```lean
#print axioms PAWDipoleSumRule.isUnit_and_isHermitian
-- 'PAWDipoleSumRule.isUnit_and_isHermitian' depends on axioms: [propext, Classical.choice, Quot.sound]
#print axioms PAWDipoleSumRule.dipole_sum_rule
-- 'PAWDipoleSumRule.dipole_sum_rule' depends on axioms: [propext, Classical.choice, Quot.sound]
#print axioms PAWDipoleSumRule.doubleComm_nonneg
-- 'PAWDipoleSumRule.doubleComm_nonneg' depends on axioms: [propext, Classical.choice, Quot.sound]
#print axioms PAWDipoleSumRule.autocorrelation_slope
-- 'PAWDipoleSumRule.autocorrelation_slope' depends on axioms: [propext, Classical.choice, Quot.sound]
```
